# Adding \(c\,|\chi\rangle\langle\chi|\) with \(\chi\perp\psi\) changes the energy-weighted sum of an eigenstate \(\psi\) by \(c\,|\langle\chi,X\psi\rangle|^2\)

Take a two-level system with orthonormal states \(|0\rangle\) and \(|1\rangle\), and let \(H_0=|1\rangle\langle 1|\), so that the energies are 0 and 1. Let \(\psi=|0\rangle\), and let \(X\) be an operator with \(X|0\rangle=|0\rangle+|1\rangle\). Weight each squared transition element of \(X\) from \(\psi\) by its excitation energy and add:

\[
(0-0)\cdot 1+(1-0)\cdot 1=1 .
\]

Now add \(c\,|1\rangle\langle 1|\) with \(c\) real. The state \(|0\rangle\) does not feel this term and keeps its energy 0. The upper level moves to \(1+c\), and the sum becomes \(1+c\). The added potential is invisible to \(\psi\) itself, but \(X\) carries \(\psi\) to a place where it acts.

## The change in the sum, derived by closure

Let \(H_0\) be Hermitian on a finite-dimensional complex space, with \(H_0\psi=E\psi\). Inner products \(\langle u,v\rangle\) are linear in \(v\). Add the separable nonlocal potential

\[
W=\sum_j c_j\,|\chi_j\rangle\langle\chi_j| ,\qquad c_j\in\mathbb R,\qquad \langle\chi_j,\psi\rangle=0\ \text{for all } j .
\]

The strength \(c_j\) says how strongly the potential repels (\(c_j>0\)) or attracts (\(c_j<0\)) the component of a state along \(\chi_j\). For any Hermitian \(H\) with orthonormal eigenvectors \(b_k\) and energies \(\varepsilon_k\), define

\[
S_H=\sum_k(\varepsilon_k-E)\,|\langle b_k,X\psi\rangle|^2 .
\]

The claim is that \(\psi\) remains an eigenvector of \(H_0+W\) with energy \(E\), and that

\[
S_{H_0+W}-S_{H_0}=\sum_j c_j\,|\langle\chi_j,X\psi\rangle|^2 .
\]

Write \(\varphi=X\psi\) and expand \(\varphi=\sum_k\langle b_k,\varphi\rangle\, b_k\). Then

\[
(H-E)\varphi=\sum_k(\varepsilon_k-E)\langle b_k,\varphi\rangle\, b_k ,
\]

and the inner product with \(\varphi\) gives

\[
\langle\varphi,(H-E)\varphi\rangle=\sum_k(\varepsilon_k-E)\langle b_k,\varphi\rangle\langle\varphi,b_k\rangle=S_H .
\]

The eigenbasis has disappeared from the left-hand side. For the potential,

\[
\langle\varphi,W\varphi\rangle=\sum_j c_j\langle\chi_j,\varphi\rangle\langle\varphi,\chi_j\rangle=\sum_j c_j|\langle\chi_j,\varphi\rangle|^2 .
\]

Orthogonality gives \(W\psi=\sum_j c_j\langle\chi_j,\psi\rangle\chi_j=0\), hence \((H_0+W)\psi=E\psi\). The same \(E\) therefore serves in both sums, and

\[
S_{H_0+W}-S_{H_0}=\langle\varphi,(H_0+W-E)\varphi\rangle-\langle\varphi,(H_0-E)\varphi\rangle=\langle\varphi,W\varphi\rangle .
\]

A wrong turn is possible at \(W\psi=0\), if one concludes that \(W\) drops out of the sum as well. The sum contains \(WX\psi\), not \(XW\psi\), and \(X\psi\) need not be orthogonal to the projector vectors.

If \(X\) is Hermitian too, the sum is half the expectation value of a double commutator in a unit vector \(\psi\). Indeed \([X,[H,X]]=2XHX-X^2H-HX^2\), and with \(H\psi=E\psi\),

\[
\langle\psi,[X,[H,X]]\psi\rangle=2\langle X\psi,HX\psi\rangle-2E\langle X\psi,X\psi\rangle=2S_H .
\]

## An s state and a p projector

Consider one electron in a spherically symmetric atom, described in a finite orthonormal basis of functions with definite angular momentum. Let \(\psi\) be an s eigenstate, let the added potential act in the p channel through \(\chi_m\), \(m=-1,0,1\), with common strength \(c\), and let \(X\) be the matrix of the coordinate \(z\). Symmetry makes every \(\chi_m\) orthogonal to \(\psi\).

The calculation multiplies the coefficient vector of \(\psi\) by the matrix of \(z\) and takes the overlap of the result with each \(\chi_m\). Only \(m=0\) survives. If that overlap is 0.5 and \(c=0.8\) in atomic units, the sum rises by \(0.8\times0.25=0.2\), and the new Hamiltonian need not be diagonalised to find this. For such a one-electron, finite-basis model, the result gives the contribution of a nonlocal pseudopotential to the energy-weighted dipole strength of a state orthogonal to its projectors.

## Potential, eigenbasis and sum in Lean

States are vectors of a complex inner product space `V`. The type `ι` labels eigenstates and `J` labels projector vectors; both are finite.

```lean
import Mathlib

open scoped InnerProductSpace

namespace NonlocalSumRule

noncomputable section

variable {V : Type*} [NormedAddCommGroup V] [InnerProductSpace ℂ V]
variable {ι J : Type*} [Fintype ι] [Fintype J]
```

The potential \(W\) is a linear map, and the two proof fields establish its linearity. The vectors `χ j` need be neither normalised nor mutually orthogonal. If \(\chi_j\neq0\), the strength referred to the unit vector \(\chi_j/\|\chi_j\|\) is \(c_j\|\chi_j\|^2\).

```lean
/-- The separable nonlocal pseudopotential `∑ j, c j |χ j⟩⟨χ j|` with real strengths `c j`
and projector vectors `χ j`. -/
def nonlocalPotential (c : J → ℝ) (χ : J → V) : V →ₗ[ℂ] V where
  toFun v := ∑ j, ((c j : ℂ) * ⟪χ j, v⟫_ℂ) • χ j
  map_add' u v := by
    simp only [inner_add_right, mul_add, add_smul, Finset.sum_add_distrib]
  map_smul' a v := by
    simp only [inner_smul_right, Finset.smul_sum, smul_smul, RingHom.id_apply]
    exact Finset.sum_congr rfl fun j _ => by rw [mul_left_comm]
```

An eigenbasis is a complete orthonormal set of eigenvectors with real energies. Degenerate levels are allowed. Since `ι` is finite, any statement that uses such a basis concerns a finite-dimensional space, which leaves out continuous spectra.

```lean
/-- The orthonormal basis `b` consists of eigenvectors of `H` with real energies `ε`. -/
def IsEigenbasis (H : V →ₗ[ℂ] V) (b : OrthonormalBasis ι ℂ V) (ε : ι → ℝ) : Prop :=
  ∀ k, H (b k) = (ε k : ℂ) • b k
```

The sum \(S_H\) takes the reference energy `E` as a separate argument. Basis states with energy `E` contribute zero.

```lean
/-- The energy-weighted sum `∑ k, (ε k - E) |⟨b k, X ψ⟩|²` of squared transition elements
of `X` from the state `ψ`, with excitation energies counted from `E`. -/
def energyWeightedSum (b : OrthonormalBasis ι ℂ V) (ε : ι → ℝ) (E : ℝ)
    (X : V →ₗ[ℂ] V) (ψ : V) : ℝ :=
  ∑ k, (ε k - E) * ‖⟪b k, X ψ⟫_ℂ‖ ^ 2
```

## Expectation values and closure

The first lemma is \(\langle u,v\rangle\langle v,u\rangle=|\langle u,v\rangle|^2\), used in both hand computations above.

```lean
/-- An overlap times the reversed overlap is the squared modulus of the overlap. -/
theorem overlap_mul_reversed (u v : V) :
    ⟪u, v⟫_ℂ * ⟪v, u⟫_ℂ = (‖⟪u, v⟫_ℂ‖ : ℂ) ^ 2 := by
  rw [← inner_conj_symm v u, Complex.mul_conj, Complex.normSq_eq_norm_sq, Complex.ofReal_pow]
```

The potential is Hermitian because its strengths are real: in the proof, `Complex.conj_ofReal` removes the conjugation from \(c_j\).

```lean
/-- The nonlocal pseudopotential with real strengths is Hermitian. -/
theorem nonlocalPotential_isSymmetric (c : J → ℝ) (χ : J → V) :
    (nonlocalPotential c χ).IsSymmetric := by
  intro u v
  change ⟪∑ j, ((c j : ℂ) * ⟪χ j, u⟫_ℂ) • χ j, v⟫_ℂ
    = ⟪u, ∑ j, ((c j : ℂ) * ⟪χ j, v⟫_ℂ) • χ j⟫_ℂ
  rw [sum_inner, inner_sum]
  refine Finset.sum_congr rfl fun j _ => ?_
  rw [inner_smul_left, inner_smul_right, map_mul, Complex.conj_ofReal, inner_conj_symm]
  ring
```

Next comes \(\langle\varphi,W\varphi\rangle\). The proof pulls the sum out of the inner product and applies the overlap identity term by term.

```lean
/-- For the nonlocal pseudopotential `W` and any vector `φ`, `⟨φ, W φ⟩` is the sum of the strengths
weighted by the squared overlaps of `φ` with the projector vectors. -/
theorem expectation_nonlocalPotential (c : J → ℝ) (χ : J → V) (φ : V) :
    ⟪φ, nonlocalPotential c χ φ⟫_ℂ = ((∑ j, c j * ‖⟪χ j, φ⟫_ℂ‖ ^ 2 : ℝ) : ℂ) := by
  change ⟪φ, ∑ j, ((c j : ℂ) * ⟪χ j, φ⟫_ℂ) • χ j⟫_ℂ = _
  rw [inner_sum]
  push_cast
  refine Finset.sum_congr rfl fun j _ => ?_
  rw [inner_smul_right, mul_assoc, overlap_mul_reversed]
```

The closure formula follows the derivation by hand. The step `generalize X ψ = φ` records that only the vector \(X\psi\) matters. The facts `hH` and `hE` expand \(H\varphi\) and \(E\varphi\) in the eigenbasis, and the last line compares the terms for each `k`. Here \(\psi\) need not be an eigenvector, and \(X\) need not be Hermitian.

```lean
/-- Closure: over an orthonormal eigenbasis of `H`, the energy-weighted sum equals
`⟨X ψ, (H - E) X ψ⟩`. -/
theorem energyWeightedSum_eq_inner {H : V →ₗ[ℂ] V} {b : OrthonormalBasis ι ℂ V} {ε : ι → ℝ}
    (hb : IsEigenbasis H b ε) (E : ℝ) (X : V →ₗ[ℂ] V) (ψ : V) :
    (energyWeightedSum b ε E X ψ : ℂ) = ⟪X ψ, H (X ψ) - (E : ℂ) • X ψ⟫_ℂ := by
  unfold energyWeightedSum
  generalize X ψ = φ
  -- expand `H φ` in the eigenbasis
  have hH : H φ = ∑ k, ⟪b k, φ⟫_ℂ • ((ε k : ℂ) • b k) := by
    conv_lhs => rw [← b.sum_repr' φ]
    rw [map_sum]
    exact Finset.sum_congr rfl fun k _ => by rw [map_smul, hb k]
  have hE : (E : ℂ) • φ = ∑ k, ⟪b k, φ⟫_ℂ • ((E : ℂ) • b k) := by
    conv_lhs => rw [← b.sum_repr' φ]
    rw [Finset.smul_sum]
    exact Finset.sum_congr rfl fun k _ => by rw [smul_comm]
  rw [inner_sub_right, hH, hE, inner_sum, inner_sum, ← Finset.sum_sub_distrib]
  push_cast
  refine Finset.sum_congr rfl fun k _ => ?_
  simp only [inner_smul_right]
  linear_combination (-((ε k : ℂ) - E)) * overlap_mul_reversed (b k) φ
```

In the double commutator formula, `*` is composition of operators. The equations `h1` and `h2` move \(X\) to the left-hand state, and `h3` moves \(H\) there, where it yields \(E\). The final `linear_combination` adds them with the coefficients that the expanded commutator requires. For a unit vector \(\psi\), the left-hand side is the expectation value of the double commutator.

```lean
/-- For Hermitian `H` and `X` and an eigenvector `ψ` of `H` with energy `E`, the inner product
`⟨ψ, [X, [H, X]] ψ⟩` is twice the energy-weighted sum over an orthonormal eigenbasis of `H`. -/
theorem double_commutator_sum_rule {H X : V →ₗ[ℂ] V} {b : OrthonormalBasis ι ℂ V} {ε : ι → ℝ}
    (hb : IsEigenbasis H b ε) (hH : H.IsSymmetric) (hX : X.IsSymmetric) {E : ℝ} {ψ : V}
    (hψ : H ψ = (E : ℂ) • ψ) :
    ⟪ψ, (X * (H * X - X * H) - (H * X - X * H) * X) ψ⟫_ℂ
      = 2 * (energyWeightedSum b ε E X ψ : ℂ) := by
  have e : (X * (H * X - X * H) - (H * X - X * H) * X) ψ
      = X (H (X ψ)) - X (X (H ψ)) - (H (X (X ψ)) - X (H (X ψ))) := by
    simp only [LinearMap.sub_apply, Module.End.mul_apply, map_sub]
  -- move `X` and `H` onto the left-hand state
  have h1 := hX ψ (H (X ψ))
  have h2 := hX ψ (X ψ)
  have h3 := hH ψ (X (X ψ))
  rw [hψ, inner_smul_left, Complex.conj_ofReal] at h3
  rw [e, hψ, map_smul, map_smul, energyWeightedSum_eq_inner hb]
  simp only [inner_sub_right, inner_smul_right]
  linear_combination (-2) * h1 + 2 * (E : ℂ) * h2 + h3
```

## The sum rule for several projectors

The main theorem takes an eigenbasis `b` of \(H_0\) and an eigenbasis `b'` of \(H_0+W\). They share a label type, but no level of one is matched with a level of the other. Its conclusion has two parts: \(\psi\) keeps its energy, and the sum changes by the stated amount.

The first part is \(W\psi=0\), named `hW`. The second rewrites both sums by closure and subtracts. That subtraction uses neither `hψ` nor `hχ`; these hypotheses ensure that `E` is the energy of \(\psi\) under both Hamiltonians, so that \(\varepsilon_k-E\) and \(\varepsilon'_k-E\) are both excitation energies from \(\psi\).

```lean
/-- Let `H₀` and the sum of `H₀` and the nonlocal pseudopotential have orthonormal eigenbases with
real energies, over which the energy-weighted sums are taken. Let `ψ` be an eigenvector of `H₀` with
energy `E`, orthogonal to all projector vectors. Adding the nonlocal pseudopotential leaves `ψ` an
eigenvector with energy `E` and changes its energy-weighted sum by exactly `∑ j, c j |⟨χ j, X ψ⟩|²`.
-/
theorem nonlocal_sum_rule {H₀ : V →ₗ[ℂ] V} {c : J → ℝ} {χ : J → V}
    {b b' : OrthonormalBasis ι ℂ V} {ε ε' : ι → ℝ}
    (hb : IsEigenbasis H₀ b ε) (hb' : IsEigenbasis (H₀ + nonlocalPotential c χ) b' ε')
    {E : ℝ} {ψ : V} (hψ : H₀ ψ = (E : ℂ) • ψ) (hχ : ∀ j, ⟪χ j, ψ⟫_ℂ = 0)
    (X : V →ₗ[ℂ] V) :
    (H₀ + nonlocalPotential c χ) ψ = (E : ℂ) • ψ ∧
      energyWeightedSum b' ε' E X ψ - energyWeightedSum b ε E X ψ
        = ∑ j, c j * ‖⟪χ j, X ψ⟫_ℂ‖ ^ 2 := by
  constructor
  · -- the pseudopotential annihilates `ψ`
    have hW : nonlocalPotential c χ ψ = 0 := by
      change ∑ j, ((c j : ℂ) * ⟪χ j, ψ⟫_ℂ) • χ j = 0
      simp [hχ]
    rw [LinearMap.add_apply, hW, add_zero, hψ]
  · -- subtract the two closure formulas
    apply Complex.ofReal_injective
    rw [Complex.ofReal_sub, energyWeightedSum_eq_inner hb', energyWeightedSum_eq_inner hb,
      ← expectation_nonlocalPotential, LinearMap.add_apply, inner_sub_right, inner_sub_right,
      inner_add_right]
    ring
```

## One projector and the full spectrum

For a single projector, the eigenbases no longer appear as hypotheses. The spectral theorem supplies them from the Hermiticity of \(H_0\) (`hH`) and of \(H_0+W\), through `eigenvectorBasis` and `eigenvalues`. The lists `![c]` and `![χ]` have one entry each, and `n` is the dimension of the space. The statement holds for every linear \(X\) and without normalising \(\psi\), so it includes the case of Hermitian \(X\) and unit \(\psi\). The proof applies the main theorem and simplifies the one-term sum.

```lean
/-- One projector, Hermitian `H₀` in finite dimension: if `ψ` is an eigenvector of `H₀`
orthogonal to `χ`, it keeps its energy under `H₀ + c |χ⟩⟨χ|`, and the sum over the full spectrum
changes by `c |⟨χ, X ψ⟩|²`. -/
theorem single_projector_sum_rule [FiniteDimensional ℂ V] {n : ℕ}
    (hn : Module.finrank ℂ V = n) {H₀ : V →ₗ[ℂ] V} (hH : H₀.IsSymmetric) (c : ℝ) {χ ψ : V}

    {E : ℝ} (hψ : H₀ ψ = (E : ℂ) • ψ) (hχ : ⟪χ, ψ⟫_ℂ = 0) (X : V →ₗ[ℂ] V) :
    (H₀ + nonlocalPotential ![c] ![χ]) ψ = (E : ℂ) • ψ ∧
      energyWeightedSum
          ((hH.add (nonlocalPotential_isSymmetric ![c] ![χ])).eigenvectorBasis hn)
          ((hH.add (nonlocalPotential_isSymmetric ![c] ![χ])).eigenvalues hn) E X ψ
        - energyWeightedSum (hH.eigenvectorBasis hn) (hH.eigenvalues hn) E X ψ
        = c * ‖⟪χ, X ψ⟫_ℂ‖ ^ 2 := by
  have hH' := hH.add (nonlocalPotential_isSymmetric ![c] ![χ])
  have h := nonlocal_sum_rule (c := ![c]) (χ := ![χ])
    (fun k => hH.apply_eigenvectorBasis hn k) (fun k => hH'.apply_eigenvectorBasis hn k)
    hψ (fun j => by fin_cases j; exact hχ) X
  simpa using h
```

When \(c\neq0\), orthogonality is also necessary for \(\psi\) to remain an eigenvector with energy \(E\). Since \((H_0+W)\psi=E\psi+c\langle\chi,\psi\rangle\chi\), this happens exactly when \(c\langle\chi,\psi\rangle\chi=0\). The proof splits this product into its three factors: \(c=0\) is excluded, \(\langle\chi,\psi\rangle=0\) is the claim, and \(\chi=0\) implies it. The words "same energy" matter: for a unit vector \(\psi\) and \(\chi=\psi\), the state remains an eigenvector, but with energy \(E+c\).

```lean
/-- For one projector of nonzero strength, an eigenvector `ψ` of `H₀` remains an eigenvector
with the same energy if and only if it is orthogonal to `χ`. -/
theorem energy_kept_iff_orthogonal {H₀ : V →ₗ[ℂ] V} {c : ℝ} (hc : c ≠ 0) {χ ψ : V} {E : ℝ}
    (hψ : H₀ ψ = (E : ℂ) • ψ) :
    (H₀ + nonlocalPotential ![c] ![χ]) ψ = (E : ℂ) • ψ ↔ ⟪χ, ψ⟫_ℂ = 0 := by
  have hW : nonlocalPotential ![c] ![χ] ψ = ((c : ℂ) * ⟪χ, ψ⟫_ℂ) • χ := by
    simp [nonlocalPotential]
  rw [LinearMap.add_apply, hψ, hW, add_eq_left, smul_eq_zero, mul_eq_zero]
  constructor
  · rintro ((h | h) | h)
    · exact absurd (Complex.ofReal_eq_zero.mp h) hc
    · exact h
    · rw [h, inner_zero_left]
  · exact fun h => Or.inl (Or.inr h)
```

## The two-level system in Lean

The opening example uses the standard basis of \(\mathbb C^2\).

```lean
/-- The two basis states of a two-level system. -/
def ket (i : Fin 2) : EuclideanSpace ℂ (Fin 2) := EuclideanSpace.single i 1
```

Both operators are built with `nonlocalPotential`: \(H_0\) from `ket 1`, and \(X\) from the unnormalised vector `ket 0 + ket 1`. The theorem confirms that \(|0\rangle\) is an eigenvector with energy 0, that it is orthogonal to \(\chi=|1\rangle\), and that \(\langle\chi,X\psi\rangle=1\). With the normalised vector \((|0\rangle+|1\rangle)/\sqrt2\) in \(X\), this element would be \(1/2\). The proof tabulates the overlaps of the basis states in `h` and their norms in `hnorm`, and evaluates the three statements from them. With these data, the single-projector theorem gives a change of exactly \(c\), as found at the start.

```lean
/-- Two-level instance with `H₀ = |1⟩⟨1|`, `ψ = |0⟩`, `χ = |1⟩`, `E = 0` and `X` the projector
term of `|0⟩ + |1⟩`: `ψ` is an eigenvector orthogonal to `χ`, and `⟨χ, X ψ⟩ = 1`. -/
theorem nonlocal_sum_rule_witness :
    nonlocalPotential ![1] ![ket 1] (ket 0) = ((0 : ℝ) : ℂ) • ket 0 ∧
      ⟪ket 1, ket 0⟫_ℂ = 0 ∧
      ⟪ket 1, nonlocalPotential ![1] ![ket 0 + ket 1] (ket 0)⟫_ℂ = 1 := by
  have h : ∀ i j, ⟪ket i, ket j⟫_ℂ = if i = j then 1 else 0 := by
    intro i j
    fin_cases i <;> fin_cases j <;> simp [ket, EuclideanSpace.inner_single_left]
  have hnorm : ∀ i, ‖ket i‖ = 1 := fun i => by simp [ket]
  refine ⟨?_, ?_, ?_⟩ <;>
    simp [nonlocalPotential, h, hnorm]

end

end NonlocalSumRule
```

```lean
#print axioms NonlocalSumRule.energyWeightedSum_eq_inner
-- 'NonlocalSumRule.energyWeightedSum_eq_inner' depends on axioms: [propext, Classical.choice, Quot.sound]
#print axioms NonlocalSumRule.double_commutator_sum_rule
-- 'NonlocalSumRule.double_commutator_sum_rule' depends on axioms: [propext, Classical.choice, Quot.sound]
#print axioms NonlocalSumRule.single_projector_sum_rule
-- 'NonlocalSumRule.single_projector_sum_rule' depends on axioms: [propext, Classical.choice, Quot.sound]
#print axioms NonlocalSumRule.energy_kept_iff_orthogonal
-- 'NonlocalSumRule.energy_kept_iff_orthogonal' depends on axioms: [propext, Classical.choice, Quot.sound]
```
